# Shortest square-lattice steps to (m, n) all break m + n bonds, and the logarithm of their number is at most ln(m + n + 1) below the mixing entropy of the m + n segments

Q: Suppose an island edge runs from (0,0) to (1,1) on a square lattice. The shortest ways are east then north, or north then east. Both break two bonds. If each broken bond costs the same positive energy and nothing else counts, the energy prefers neither. In the low-temperature limit, where longer edges drop out, the corner then has entropy ln 2, in units of k_B. What happens for a corner to (m,n)?

A: For m, n ≥ 1 a sharp corner is then one of at least two edges of equal energy. Let s = m + n ≥ 1, q = m/s, and let N be the number of shortest edges. With 0 ln 0 = 0,

H(q) = −q ln q − (1−q) ln(1−q)

s H(q) − ln(s+1) ≤ ln N ≤ s H(q).

For (1,1) this reads ln(4/3) ≤ ln 2 ≤ ln 4.

```lean
import Mathlib

open Filter Topology

namespace IslandCornerEntropy
```

Q: What is an edge in the Lean file?

A: A list of unit segments starting at the origin. "Step" means the whole surface step, not one segment. All four directions are allowed, so overhangs and backtracking compete too.

```lean
/-- The four directions of a unit segment of an island edge on the square lattice. -/
inductive Dir
  | east | west | north | south

/-- The displacement along a unit segment. -/
def Dir.vec : Dir → ℤ × ℤ
  | .east => (1, 0)
  | .west => (-1, 0)
  | .north => (0, 1)
  | .south => (0, -1)

/-- The point reached from the origin by a chain of unit segments. -/
def endpoint : List Dir → ℤ × ℤ
  | [] => (0, 0)
  | d :: w => d.vec + endpoint w
```

Q: Are the broken bonds just another name for the length?

A: No. Atoms sit in the unit cells, and a segment cuts the bond between the cells on its two sides. `brokenBonds` is a finite set, so a bond cut twice counts once.

```lean
/-- The bond cut by a segment starting at `p`: the pair of unit cells on its two sides, each cell
being a site for one atom and labelled by its lower left corner. -/
def bond (p : ℤ × ℤ) : Dir → (ℤ × ℤ) × (ℤ × ℤ)
  | .east => ((p.1, p.2 - 1), (p.1, p.2))
  | .west => ((p.1 - 1, p.2 - 1), (p.1 - 1, p.2))
  | .north => ((p.1 - 1, p.2), (p.1, p.2))
  | .south => ((p.1 - 1, p.2 - 1), (p.1, p.2 - 1))

/-- The set of bonds broken by a step that starts at `p`. -/
def brokenBonds : ℤ × ℤ → List Dir → Finset ((ℤ × ℤ) × (ℤ × ℤ))
  | _, [] => ∅
  | p, d :: w => insert (bond p d) (brokenBonds (p + d.vec) w)
```

`shortestSteps` requires minimal length among all lists with the same endpoint. `stepsOfLength` is an auxiliary set for the counting, and `mixingEntropy` is H.

```lean
/-- The shortest steps from the origin to `(m, n)`. -/
def shortestSteps (m n : ℕ) : Set (List Dir) :=
  {w | endpoint w = ((m : ℤ), (n : ℤ)) ∧ ∀ v, endpoint v = endpoint w → w.length ≤ v.length}

/-- The steps of `s` segments from the origin to `(m, s - m)`. -/
def stepsOfLength (s m : ℕ) : Set (List Dir) :=
  {w | endpoint w = ((m : ℤ), (s : ℤ) - m) ∧ w.length = s}

/-- The entropy `-q ln q - (1-q) ln (1-q)` per segment, with `0 ln 0 = 0`, for `q` in `[0,1]`. -/
noncomputable def mixingEntropy (q : ℝ) : ℝ :=
  -q * Real.log q - (1 - q) * Real.log (1 - q)
```

Q: Why do the shortest steps have s segments?

A: Each segment changes one coordinate by one, so reaching (x,y) takes at least |x| + |y| segments. Going m times east and n times north attains this bound. Lean proves the bound by induction on the list, with `omega` checking each direction.

```lean
/-- A step to `(x, y)` has at least `|x| + |y|` segments. -/
theorem length_bound (w : List Dir) :
    (endpoint w).1.natAbs + (endpoint w).2.natAbs ≤ w.length := by
  induction w with
  | nil => simp [endpoint]
  | cons d w ih =>
    cases d <;>
      simp only [endpoint, Dir.vec, Prod.fst_add, Prod.snd_add, List.length_cons] <;> omega

/-- The shortest steps to `(m, n)` are the steps to `(m, n)` with exactly `m + n` segments. -/
theorem mem_shortestSteps (m n : ℕ) (w : List Dir) :
    w ∈ shortestSteps m n ↔ endpoint w = ((m : ℤ), (n : ℤ)) ∧ w.length = m + n := by
  -- a step with `m + n` segments exists
  have ex : ∃ v, endpoint v = ((m : ℤ), (n : ℤ)) ∧ v.length = m + n := by
    induction m with
    | zero =>
      induction n with
      | zero => exact ⟨[], by simp [endpoint], rfl⟩
      | succ n ih =>
        obtain ⟨v, h, hl⟩ := ih
        refine ⟨.north :: v, ?_, by simp only [List.length_cons]; omega⟩
        simp only [endpoint, h, Dir.vec, Prod.mk_add_mk, Prod.mk.injEq]
        omega
    | succ m ih =>
      obtain ⟨v, h, hl⟩ := ih
      refine ⟨.east :: v, ?_, by simp only [List.length_cons]; omega⟩
      simp only [endpoint, h, Dir.vec, Prod.mk_add_mk, Prod.mk.injEq]
      omega
  constructor
  · rintro ⟨h, hmin⟩
    obtain ⟨v, hv, hl⟩ := ex
    have h1 := hmin v (hv.trans h.symm)
    have b := length_bound w
    rw [h] at b
    dsimp only at b
    exact ⟨h, by omega⟩
  · rintro ⟨h, hl⟩
    refine ⟨h, fun v hv => ?_⟩
    have b := length_bound v
    rw [hv, h] at b
    dsimp only at b
    omega
```

Q: And their number?

A: Let N(s,m) be the number of edges of s segments from the origin to (m, s−m). For s, m ≥ 1 the first segment is east or north, which leaves a shorter problem of the same kind:

N(s,m) = N(s−1,m−1) + N(s−1,m).

This is Pascal's rule. For m = 0 every segment is north, so N(s,0) = 1, and N(0,m) = 0 for m ≥ 1. Hence N(s,m) = C(s,m). For s, m ≥ 1 Lean writes the set as a disjoint union of two images, one for each first segment.

```lean
/-- There are `C(s, m)` steps of `s` segments from the origin to `(m, s - m)`. -/
theorem encard_stepsOfLength (s m : ℕ) :
    (stepsOfLength s m).encard = (s.choose m : ℕ∞) := by
  induction s generalizing m with
  | zero =>
    cases m with
    | zero =>
      have e : stepsOfLength 0 0 = {[]} := by
        ext w
        cases w <;> simp [stepsOfLength, endpoint]
      rw [e]
      simp
    | succ m =>
      have e : stepsOfLength 0 (m + 1) = ∅ := by
        refine Set.eq_empty_iff_forall_notMem.mpr ?_
        rintro w ⟨h, hl⟩
        have b := length_bound w
        rw [h, hl] at b
        dsimp only at b
        omega
      rw [e]
      simp
  | succ s ih =>
    -- split off the first segment
    cases m with
    | zero =>
      have e : stepsOfLength (s + 1) 0 = List.cons Dir.north '' stepsOfLength s 0 := by
        ext w
        constructor
        · rintro ⟨h, hl⟩
          cases w with
          | nil => simp at hl
          | cons d w =>
            have b := length_bound w
            simp only [List.length_cons] at hl
            cases d <;>
              simp only [endpoint, Dir.vec, Prod.ext_iff, Prod.fst_add, Prod.snd_add] at h
            · omega
            · omega
            · exact ⟨w, ⟨Prod.ext (by dsimp only; omega) (by dsimp only; omega), by omega⟩, rfl⟩
            · omega
        · rintro ⟨w, ⟨h, hl⟩, rfl⟩
          refine ⟨?_, by simp [hl]⟩
          simp only [endpoint, h, Dir.vec, Prod.mk_add_mk, Prod.mk.injEq]
          omega
      rw [e, Function.Injective.encard_image List.cons_injective, ih]
      simp
    | succ m =>
      have e : stepsOfLength (s + 1) (m + 1) = List.cons Dir.east '' stepsOfLength s m ∪
          List.cons Dir.north '' stepsOfLength s (m + 1) := by
        ext w
        constructor
        · rintro ⟨h, hl⟩
          cases w with
          | nil => simp at hl
          | cons d w =>
            have b := length_bound w
            simp only [List.length_cons] at hl
            cases d <;>
              simp only [endpoint, Dir.vec, Prod.ext_iff, Prod.fst_add, Prod.snd_add] at h
            · exact .inl ⟨w, ⟨Prod.ext (by dsimp only; omega) (by dsimp only; omega),
                by omega⟩, rfl⟩
            · omega
            · exact .inr ⟨w, ⟨Prod.ext (by dsimp only; omega) (by dsimp only; omega),
                by omega⟩, rfl⟩
            · omega
        · rintro (⟨w, ⟨h, hl⟩, rfl⟩ | ⟨w, ⟨h, hl⟩, rfl⟩) <;>
          · refine ⟨?_, by simp [hl]⟩
            simp only [endpoint, h, Dir.vec, Prod.mk_add_mk, Prod.mk.injEq]
            omega
      have hd : Disjoint (List.cons Dir.east '' stepsOfLength s m)
          (List.cons Dir.north '' stepsOfLength s (m + 1)) := by
        refine Set.disjoint_left.mpr ?_
        rintro _ ⟨v, _, rfl⟩ ⟨u, _, hu⟩
        simp at hu
      rw [e, Set.encard_union_eq hd, Function.Injective.encard_image List.cons_injective,
        Function.Injective.encard_image List.cons_injective, ih, ih,
        Nat.choose_succ_succ', Nat.cast_add]

/-- The number of shortest steps to `(m, n)` is the binomial coefficient `C(m + n, m)`. -/
theorem ncard_shortestSteps (m n : ℕ) : (shortestSteps m n).ncard = (m + n).choose m := by
  have e : shortestSteps m n = stepsOfLength (m + n) m := by
    ext w
    rw [mem_shortestSteps]
    simp [stepsOfLength]
  rw [e, Set.ncard_def, encard_stepsOfLength, ENat.toNat_natCast]
```

Q: Could a shortest step cut the same bond twice?

A: No. For an east or north segment starting at p, the upper or right cell is labelled p. The coordinate sum of p grows by one per segment, so every bond is new. The induction carries this as a lower bound on the sums of all later bonds.

```lean
/-- If the coordinates of the displacement along a step add up to its number of segments, then from
any starting point `p` it breaks one new bond per segment, and the second cell of each of these
bonds has a coordinate sum at least that of `p`. -/
theorem card_brokenBonds (w : List Dir) (p : ℤ × ℤ)
    (h : (endpoint w).1 + (endpoint w).2 = w.length) :
    (brokenBonds p w).card = w.length ∧
      ∀ b ∈ brokenBonds p w, p.1 + p.2 ≤ b.2.1 + b.2.2 := by
  induction w generalizing p with
  | nil => simp [brokenBonds]
  | cons d w ih =>
    have hw := length_bound w
    simp only [endpoint, Prod.fst_add, Prod.snd_add, List.length_cons] at h
    -- only east and north segments occur
    have hd : d = .east ∨ d = .north := by
      cases d <;> simp only [Dir.vec] at h
      · exact .inl rfl
      · omega
      · exact .inr rfl
      · omega
    obtain ⟨h1, h2⟩ : d.vec.1 + d.vec.2 = 1 ∧ (bond p d).2 = p := by
      rcases hd with rfl | rfl <;> simp [Dir.vec, bond]
    obtain ⟨hc, hb⟩ := ih (p + d.vec) (by omega)
    simp only [Prod.fst_add, Prod.snd_add] at hb
    have hn : bond p d ∉ brokenBonds (p + d.vec) w := fun hm => by
      have h3 := hb _ hm
      rw [h2] at h3
      omega
    constructor
    · rw [brokenBonds, Finset.card_insert_of_notMem hn, hc, List.length_cons]
    · intro b hm
      rw [brokenBonds, Finset.mem_insert] at hm
      rcases hm with rfl | hm
      · simp [h2]
      · have h3 := hb b hm
        omega
```

Q: Where does the entropy come from?

A: From the binomial expansion of s^s = (m+n)^s, with 0^0 = 1 and terms

T_k = C(s,k) m^k n^(s−k).

First,

m! m^k ≤ k! m^m.

If k ≤ m, then m!/k! is a product of m−k factors, each at most m. If k ≥ m, then k!/m! is a product of k−m factors, each at least m.

```lean
/-- For all naturals `m` and `k`, `m! m^k ≤ k! m^m`. -/
theorem factorial_mul_pow_le (m k : ℕ) :
    m.factorial * m ^ k ≤ k.factorial * m ^ m := by
  rcases le_total k m with h | h
  · have key : ∀ d, k + d ≤ m → (k + d).factorial ≤ k.factorial * m ^ d := by
      intro d
      induction d with
      | zero => simp
      | succ d ih =>
        intro hd
        rw [← add_assoc, Nat.factorial_succ, pow_succ]
        calc (k + d + 1) * (k + d).factorial ≤ m * (k.factorial * m ^ d) :=
              Nat.mul_le_mul hd (ih (by omega))
          _ = _ := by ring
    have h1 := key (m - k) (by omega)
    rw [Nat.add_sub_of_le h] at h1
    calc m.factorial * m ^ k ≤ k.factorial * m ^ (m - k) * m ^ k := Nat.mul_le_mul_right _ h1
      _ = _ := by rw [mul_assoc, ← pow_add, Nat.sub_add_cancel h]
  · have key : ∀ d, m.factorial * m ^ d ≤ (m + d).factorial := by
      intro d
      induction d with
      | zero => simp
      | succ d ih =>
        rw [← add_assoc, Nat.factorial_succ, pow_succ]
        calc m.factorial * (m ^ d * m) = m * (m.factorial * m ^ d) := by ring
          _ ≤ _ := Nat.mul_le_mul (by omega) ih
    obtain ⟨d, rfl⟩ := Nat.exists_eq_add_of_le h
    calc m.factorial * m ^ (m + d) = m.factorial * m ^ d * m ^ m := by ring
      _ ≤ _ := Nat.mul_le_mul_right _ (key d)
```

Using this for m with k, and for n with l = s−k, gives

T_k/T_m = [m! m^k / (k! m^m)] · [n! n^l / (l! n^n)] ≤ 1.

So T_m is the largest of s+1 terms, and

T_m ≤ s^s ≤ (s+1) T_m.

Lean multiplies through by the factorials instead of dividing.

```lean
/-- The term `m^m n^n C(m+n, m)` of the binomial expansion of `(m+n)^(m+n)` is at most the
whole sum, and `m + n + 1` times this term is at least the sum. -/
theorem binomial_sandwich (m n : ℕ) :
    m ^ m * n ^ n * (m + n).choose m ≤ (m + n) ^ (m + n) ∧
      (m + n) ^ (m + n) ≤ (m + n + 1) * (m ^ m * n ^ n * (m + n).choose m) := by
  have hs := add_pow m n (m + n)
  simp only [Nat.cast_id] at hs
  -- the term `k = m` is the largest
  have top : ∀ k l, k + l = m + n →
      m ^ k * n ^ l * (m + n).choose k ≤ m ^ m * n ^ n * (m + n).choose m := by
    intro k l hkl
    have A := Nat.choose_mul_factorial_mul_factorial (Nat.le_add_right k l)
    have B := Nat.choose_mul_factorial_mul_factorial (Nat.le_add_right m n)
    rw [Nat.add_sub_cancel_left, hkl] at A
    rw [Nat.add_sub_cancel_left] at B
    have hp : 0 < k.factorial * l.factorial * (m.factorial * n.factorial) := by positivity
    refine le_of_mul_le_mul_right ?_ hp
    calc m ^ k * n ^ l * (m + n).choose k *
          (k.factorial * l.factorial * (m.factorial * n.factorial))
        = ((m + n).choose k * k.factorial * l.factorial) *
          ((m.factorial * m ^ k) * (n.factorial * n ^ l)) := by ring
      _ = (m + n).factorial * ((m.factorial * m ^ k) * (n.factorial * n ^ l)) := by rw [A]
      _ ≤ (m + n).factorial * ((k.factorial * m ^ m) * (l.factorial * n ^ n)) :=
          Nat.mul_le_mul_left _
            (Nat.mul_le_mul (factorial_mul_pow_le m k) (factorial_mul_pow_le n l))
      _ = ((m + n).choose m * m.factorial * n.factorial) *
          ((k.factorial * m ^ m) * (l.factorial * n ^ n)) := by rw [B]
      _ = _ := by ring
  rw [hs]
  constructor
  · have h1 := Finset.single_le_sum (f := fun k => m ^ k * n ^ (m + n - k) * (m + n).choose k)
      (fun _ _ => Nat.zero_le _) (Finset.mem_range.mpr (by omega : m < m + n + 1))
    simp only [Nat.add_sub_cancel_left] at h1
    exact h1
  · refine (Finset.sum_le_card_nsmul _ _ _ fun k hk => top k (m + n - k) ?_).trans_eq ?_
    · have := Finset.mem_range.mp hk
      omega
    · rw [Finset.card_range, smul_eq_mul]
```

Now take logarithms, with ln T_m = ln N + m ln m + n ln n. Inserting m = qs and n = (1−q)s gives

s ln s − m ln m − n ln n = s H(q),

and both bounds follow. In the proof below, `hH` is this identity, and the helper `split` covers the zero cases.

```lean
/-- Every shortest step to `(m, n)` breaks `s = m + n` bonds, and with `q s = m` the logarithm
of the number of these steps lies between `s H(q) - ln (s + 1)` and `s H(q)`. -/
theorem corner_entropy_bounds (m n : ℕ) (q : ℝ) (hq : q * (m + n) = m) :
    (∀ w ∈ shortestSteps m n, (brokenBonds (0, 0) w).card = m + n) ∧
    (m + n) * mixingEntropy q - Real.log (m + n + 1) ≤ Real.log (shortestSteps m n).ncard ∧
    Real.log (shortestSteps m n).ncard ≤ (m + n) * mixingEntropy q := by
  refine ⟨fun w hw => ?_, ?_⟩
  · obtain ⟨h, hl⟩ := (mem_shortestSteps m n w).mp hw
    rw [(card_brokenBonds w (0, 0) (by rw [h, hl]; push_cast; rfl)).1, hl]
  -- `s H(q) = s ln s - m ln m - n ln n`
  have split : ∀ x s : ℝ, x * s * Real.log (x * s) =
      s * (x * Real.log x) + x * s * Real.log s := by
    intro x s
    by_cases hx : x = 0
    · simp [hx]
    by_cases hs : s = 0
    · simp [hs]
    rw [Real.log_mul hx hs]
    ring
  have h1 := split q (m + n)
  have h2 := split (1 - q) (m + n)
  rw [hq] at h1
  rw [show (1 - q) * ((m : ℝ) + n) = n by linear_combination -hq] at h2
  have hH : (m + n) * mixingEntropy q = (m + n) * Real.log (m + n)
      - m * Real.log m - n * Real.log n := by
    unfold mixingEntropy
    linear_combination h1 + h2
  -- logarithms of the two binomial estimates
  have pos : ∀ a : ℕ, 0 < (a : ℝ) ^ a := by
    intro a
    rcases Nat.eq_zero_or_pos a with rfl | ha
    · simp
    · positivity
  have hC : (0 : ℝ) < ((m + n).choose m : ℕ) :=
    Nat.cast_pos.mpr (Nat.choose_pos (Nat.le_add_right m n))
  have hW := mul_pos (mul_pos (pos m) (pos n)) hC
  have c1 : (m : ℝ) ^ m * (n : ℝ) ^ n * ((m + n).choose m : ℕ) ≤ ((m : ℝ) + n) ^ (m + n) := by
    exact_mod_cast (binomial_sandwich m n).1
  have c2 : ((m : ℝ) + n) ^ (m + n) ≤
      ((m : ℝ) + n + 1) * ((m : ℝ) ^ m * (n : ℝ) ^ n * ((m + n).choose m : ℕ)) := by
    exact_mod_cast (binomial_sandwich m n).2
  have l1 := Real.log_le_log hW c1
  have l2 := Real.log_le_log (hW.trans_le c1) c2
  have hs1 : (m : ℝ) + n + 1 ≠ 0 := by positivity
  rw [Real.log_mul hs1 hW.ne'] at l2
  rw [Real.log_mul (mul_pos (pos m) (pos n)).ne' hC.ne',
    Real.log_mul (pos m).ne' (pos n).ne', Real.log_pow, Real.log_pow, Real.log_pow,
    Nat.cast_add] at l1 l2
  rw [ncard_shortestSteps, hH]
  constructor <;> linarith
```

Q: The theorem assumes `q * (m + n) = m`. Does that matter?

A: It says that q is the fraction of east segments. With q left free, m = n = 1 and q = 0 would give ln 2 ≤ 0. For m = n = 0 every q is allowed, and all the terms vanish.

Q: What about large corners?

A: Scale the corner to (km,kn), with m + n > 0 and k ≥ 1, let N now count the shortest edges to this point, and divide by t = ks:

H(q) − ln(t+1)/t ≤ (ln N)/t ≤ H(q).

The correction vanishes as k grows. Lean squeezes with the simpler correction 2 ln(t+1)/(t+1), which for t ≥ 1 is at least as large and less than twice as large.

```lean
/-- For corners `(k m, k n)` of growing size `k` and fixed shape, with `m + n > 0` and
`q (m + n) = m`, the logarithm of the number of shortest steps per segment tends to `H(q)`. -/
theorem entropy_per_segment_tendsto (m n : ℕ) (hs : 0 < m + n) (q : ℝ)
    (hq : q * (m + n) = m) :
    Tendsto (fun k : ℕ => Real.log (shortestSteps (k * m) (k * n)).ncard / (k * (m + n) : ℝ))
      atTop (𝓝 (mixingEntropy q)) := by
  have hs1 : (1 : ℝ) ≤ (m : ℝ) + n := by exact_mod_cast hs
  have ht : Tendsto (fun k : ℕ => (k : ℝ) * ((m : ℝ) + n) + 1) atTop atTop :=
    tendsto_atTop_add_const_right _ 1
      (tendsto_natCast_atTop_atTop.atTop_mul_const (by linarith))
  have hl : Tendsto (fun k : ℕ => Real.log ((k : ℝ) * ((m : ℝ) + n) + 1) /
      ((k : ℝ) * ((m : ℝ) + n) + 1)) atTop (𝓝 0) :=
    Real.isLittleO_log_id_atTop.tendsto_div_nhds_zero.comp ht
  have lo := (hl.const_mul 2).const_sub (mixingEntropy q)
  rw [mul_zero, sub_zero] at lo
  -- squeeze between the two entropy bounds
  refine tendsto_of_tendsto_of_tendsto_of_le_of_le' lo tendsto_const_nhds ?_ ?_ <;>
  · filter_upwards [eventually_ge_atTop 1] with k hk
    have hk1 : (1 : ℝ) ≤ k := by exact_mod_cast hk
    have B := (corner_entropy_bounds (k * m) (k * n) q
      (by push_cast; linear_combination (k : ℝ) * hq)).2
    simp only [Nat.cast_mul, ← mul_add] at B
    have t1 : (1 : ℝ) ≤ (k : ℝ) * ((m : ℝ) + n) := by nlinarith
    generalize (k : ℝ) * ((m : ℝ) + n) = t at B t1 ⊢
    have r0 : 0 ≤ Real.log (t + 1) / (t + 1) :=
      div_nonneg (Real.log_nonneg (by linarith)) (by linarith)
    have r1 : Real.log (t + 1) / (t + 1) * (t + 1) = Real.log (t + 1) :=
      div_mul_cancel₀ _ (by linarith)
    have r2 := mul_nonneg r0 (sub_nonneg.mpr t1)
    have t0 : 0 < t := by linarith
    simp only [le_div_iff₀ t0, div_le_iff₀ t0]
    nlinarith [B.1, B.2]

end IslandCornerEntropy
```

```lean
#print axioms IslandCornerEntropy.entropy_per_segment_tendsto
```

```
'IslandCornerEntropy.entropy_per_segment_tendsto' depends on axioms: [propext, Classical.choice, Quot.sound]
```

Q: So is this the rounded island?

A: It is the entropy behind the rounding, not the Wulff shape itself. The link to a real island is the assumption that each broken nearest-neighbour bond costs the same energy and nothing else contributes. The shortest edges can enclose different numbers of atoms, so this includes a chemical potential at which adding an atom costs nothing if the number of broken bonds stays the same. The shortest edges are then equally likely ground states. In a lattice-gas simulation of that kind, cold enough that only these edges matter, −k_B T ln N is the entropic part of the free energy of an edge with fixed ends.
